# Yang's bound for the uniform geminal, from the quasi-spin Casimir operator

## Modes, pair operators and quasi-spin

There are $M$ levels $p$, each with two modes $(p,\uparrow)$ and $(p,\downarrow)$, so that the number of modes is $r = 2M$. The levels are the elements of a finite type `ι`, with $M$ equal to `Fintype.card ι`, and the spin label is a `Bool`. States are vectors `n → ℂ` over a finite index type, operators are complex matrices, and `ᴴ` is the adjoint $\dagger$.

```lean
import Mathlib

open Matrix
open scoped ComplexOrder

namespace QuasiSpinPairBound

noncomputable section

variable {ι n : Type*} [Fintype ι] [DecidableEq ι] [Fintype n] [DecidableEq n]
```

Fermi statistics enters as a hypothesis. The annihilators $a_i$, with $i$ and $j$ running over modes, obey $a_i a_j + a_j a_i = 0$ and $a_i a_j^\dagger + a_j^\dagger a_i = \delta_{ij}$. No vacuum vector and no particular representation are assumed.

```lean
/-- Canonical anticommutation relations on the modes `(p, σ)`; `true` is spin up and
`false` is spin down. -/
structure CAR (a : ι × Bool → Matrix n n ℂ) : Prop where
  anti : ∀ i j, a i * a j + a j * a i = 0
  mixed : ∀ i j, a i * (a j)ᴴ + (a j)ᴴ * a i = if i = j then 1 else 0
```

Apart from the commutation of different levels, which the two-level bound assumes separately, the bounds on one and two levels use only two relations for each pair operator $b$: a pair cannot be removed twice, $b^2 = 0$, and $b\,b^\dagger b = b$.

```lean
/-- Hard-core pair algebra of one level: `b² = 0` and `b b† b = b`. -/
structure IsPair (b : Matrix n n ℂ) : Prop where
  sq : b * b = 0
  iso : b * bᴴ * b = b
```

The pair annihilator of level $p$ is $b_p = a_{p\downarrow}a_{p\uparrow}$.

```lean
/-- Pair annihilator of level `p`, `b_p = a_{p↓} a_{p↑}`. -/
def pairOp (a : ι × Bool → Matrix n n ℂ) (p : ι) : Matrix n n ℂ := a (p, false) * a (p, true)
```

The uniform pair annihilator $B = \sum_p b_p$ gives every level the weight one.

```lean
/-- Uniform pair annihilator `B = ∑_p b_p`. -/
def pairSum (a : ι × Bool → Matrix n n ℂ) : Matrix n n ℂ := ∑ p, pairOp a p
```

With $\hat n_i = a_i^\dagger a_i$, the operator $\hat N = \sum_i \hat n_i$ counts particles in these $2M$ modes.

```lean
/-- Particle-number operator `N = ∑ a† a`. -/
def Nop (a : ι × Bool → Matrix n n ℂ) : Matrix n n ℂ := ∑ i, (a i)ᴴ * a i
```

Treating $b^\dagger$ and $b$ as raising and lowering operators suggests the projection $s_z(b) = \tfrac12(b^\dagger b - b\,b^\dagger)$.

```lean
/-- Quasi-spin projection `s_z = (b† b - b b†)/2` built from a pair operator `b`. -/
def quasiZ (b : Matrix n n ℂ) : Matrix n n ℂ := (1 / 2 : ℂ) • (bᴴ * b - b * bᴴ)
```

The total projection is defined through the particle number, $S_z = \tfrac12(\hat N - M)$.

```lean
/-- Total quasi-spin projection `S_z = (N - M)/2` for `M` levels. -/
def Sz (a : ι × Bool → Matrix n n ℂ) : Matrix n n ℂ :=
  (1 / 2 : ℂ) • (Nop a - (Fintype.card ι : ℂ) • (1 : Matrix n n ℂ))
```

For an angular momentum, $\mathbf S^2 = S_+S_- + S_z^2 - S_z$. With $S_+ = B^\dagger$ and $S_- = B$ this ordered form is taken as the definition $C = B^\dagger B + S_z^2 - S_z$. Only an upper bound on $C$ is needed, not its commutation properties.

```lean
/-- Quasi-spin Casimir operator in the ordered form `B† B + S_z² - S_z`. -/
def casimir (a : ι × Bool → Matrix n n ℂ) : Matrix n n ℂ :=
  (pairSum a)ᴴ * pairSum a + Sz a * Sz a - Sz a
```

Finally $\|\psi\|^2 = \operatorname{Re}\langle\psi,\psi\rangle$, and $\psi$ need not be normalised.

```lean
/-- Squared norm `⟨ψ, ψ⟩` of a state vector. -/
def normSq (ψ : n → ℂ) : ℝ := (star ψ ⬝ᵥ ψ).re
```

## The pair algebra of fermion levels

The identities below are found by reducing words in operators. The proofs rewrite with `mul_assoc` so that every product is bracketed to the right, and `front` lets a rule for two factors act at the head of a longer word.

```lean
omit [DecidableEq n] in
/-- An operator identity `A B = C` may be used at the front of a longer product. -/
theorem front {A B C : Matrix n n ℂ} (h : A * B = C) (z : Matrix n n ℂ) :
    A * (B * z) = C * z := by
  rw [← mul_assoc, h]
```

Taking adjoints of the two pair relations gives $(b^\dagger)^2 = 0$ and $b^\dagger b\,b^\dagger = b^\dagger$. Hence $P = b^\dagger b$ and $Q = b\,b^\dagger$ are projectors with $PQ = QP = 0$. `IsPair.rules` collects the four relations, alone and with a trailing factor.

```lean
omit [DecidableEq n] in
/-- Reduction rules for words in `b` and `b†` in the hard-core pair algebra. -/
theorem IsPair.rules {b : Matrix n n ℂ} (h : IsPair b) :
    b * b = 0 ∧ bᴴ * bᴴ = 0 ∧ b * (bᴴ * b) = b ∧ bᴴ * (b * bᴴ) = bᴴ ∧
    (∀ z : Matrix n n ℂ, b * (b * z) = 0) ∧ (∀ z : Matrix n n ℂ, bᴴ * (bᴴ * z) = 0) ∧
    (∀ z : Matrix n n ℂ, b * (bᴴ * (b * z)) = b * z) ∧
    (∀ z : Matrix n n ℂ, bᴴ * (b * (bᴴ * z)) = bᴴ * z) := by
  have h1 : bᴴ * bᴴ = 0 := by
    simpa only [conjTranspose_mul, conjTranspose_zero] using congrArg conjTranspose h.sq
  have h2 : bᴴ * (b * bᴴ) = bᴴ := by
    simpa only [conjTranspose_mul, conjTranspose_conjTranspose] using
      congrArg conjTranspose h.iso
  refine ⟨h.sq, h1, by rw [← mul_assoc, h.iso], h2, fun z => ?_, fun z => ?_,
    fun z => ?_, fun z => ?_⟩
  · rw [front h.sq, zero_mul]
  · rw [front h1, zero_mul]
  · rw [← mul_assoc, front h.iso]
  · rw [← mul_assoc b, front h2]
```

For $b_p$, the anticommutators give $a_i^2 = 0$, so $b_p^2 = -a_{p\downarrow}^2 a_{p\uparrow}^2 = 0$. Moving operators past one another,
$$b_p^\dagger b_p = \hat n_{p\uparrow}\hat n_{p\downarrow}, \qquad b_p b_p^\dagger = (1-\hat n_{p\uparrow})(1-\hat n_{p\downarrow}).$$
Since $\hat n_{p\uparrow} b_p = \hat n_{p\downarrow} b_p = 0$, the second identity gives $b_p b_p^\dagger b_p = b_p$. The difference of the two gives
$$s_p := s_z(b_p) = \tfrac12(\hat n_{p\uparrow} + \hat n_{p\downarrow} - 1),$$
which is $+\tfrac12$ on a doubly occupied level, $-\tfrac12$ on an empty one and $0$ on a singly occupied one. In Lean, `sq`, `dg`, `od` and `yx` are the anticommutators solved for one ordering, and `simp only` applies them until every word is in normal order.

```lean
omit [Fintype ι] in
/-- Under the CAR each `b_p` obeys the hard-core pair algebra and its quasi-spin
projection is `(n_{p↑} + n_{p↓} - 1)/2`. -/
theorem pair_level {a : ι × Bool → Matrix n n ℂ} (h : CAR a) (p : ι) :
    IsPair (pairOp a p) ∧ quasiZ (pairOp a p) = (1 / 2 : ℂ) •
      ((a (p, true))ᴴ * a (p, true) + (a (p, false))ᴴ * a (p, false) - 1) := by
  have sq : ∀ s, a (p, s) * a (p, s) = 0 := fun s => by
    have h2 : (2 : ℂ) • (a (p, s) * a (p, s)) = 0 := by rw [two_smul]; exact h.anti _ _
    exact (smul_eq_zero.1 h2).resolve_left two_ne_zero
  have dg : ∀ s, a (p, s) * (a (p, s))ᴴ = 1 - (a (p, s))ᴴ * a (p, s) := fun s => by
    have := h.mixed (p, s) (p, s)
    rw [if_pos rfl] at this
    exact eq_sub_of_add_eq this
  have od : ∀ s t, s ≠ t → a (p, s) * (a (p, t))ᴴ = -((a (p, t))ᴴ * a (p, s)) := fun s t hst => by
    have := h.mixed (p, s) (p, t)
    rw [if_neg (by simpa using hst)] at this
    exact eq_neg_of_add_eq_zero_left this
  have yx := eq_neg_of_add_eq_zero_left (h.anti (p, false) (p, true))
  have xy' := od true false (by simp)
  have yx' := od false true (by simp)
  -- bring every word into normal order
  refine ⟨⟨?_, ?_⟩, ?_⟩ <;> simp only [quasiZ, pairOp, conjTranspose_mul] <;>
    simp only [mul_assoc, mul_sub, sub_mul, mul_neg, neg_mul, mul_one, one_mul, mul_zero,
      zero_mul, neg_neg, neg_zero, sub_zero, sq, dg, yx, front (sq true),
      front (dg true), front yx, front xy', front yx']
  module
```

For $p \ne q$ every operator of level $p$ anticommutes with every operator of level $q$. Exchanging two bilinears takes four transpositions, so $b_p b_q = b_q b_p$ and $b_p b_q^\dagger = b_q^\dagger b_p$.

```lean
omit [Fintype ι] in
/-- For different levels, `b_p` commutes with `b_q` and with `b_q†`. -/
theorem pair_commute {a : ι × Bool → Matrix n n ℂ} (h : CAR a) {p q : ι} (hpq : p ≠ q) :
    pairOp a p * pairOp a q = pairOp a q * pairOp a p ∧
      pairOp a p * (pairOp a q)ᴴ = (pairOp a q)ᴴ * pairOp a p := by
  have h1 : ∀ s t, a (p, s) * a (q, t) = -(a (q, t) * a (p, s)) := fun s t =>
    eq_neg_of_add_eq_zero_left (h.anti _ _)
  have h2 : ∀ s t, a (p, s) * (a (q, t))ᴴ = -((a (q, t))ᴴ * a (p, s)) := fun s t => by
    have := h.mixed (p, s) (q, t)
    rw [if_neg (fun e => hpq (congrArg Prod.fst e))] at this
    exact eq_neg_of_add_eq_zero_left this
  have h1' := fun s t => front (h1 s t)
  have h2' := fun s t => front (h2 s t)
  constructor <;>
    simp only [pairOp, conjTranspose_mul, mul_assoc, mul_neg, neg_mul, neg_neg, h1, h2, h1', h2']
```

## One level and two levels as sums of squares

An operator inequality $X \le Y$ is written as `PosSemidef` of $Y - X$. For one level, $s_z^2 = \tfrac14(P+Q)$, so
$$b^\dagger b + s_z^2 - s_z = P + \tfrac14(P+Q) - \tfrac12(P-Q) = \tfrac34(P+Q).$$
The operator $R_1 = 1 - P - Q$ is a projector, onto the singly occupied states when $b = b_p$, and $\tfrac34 - \tfrac34(P+Q) = \tfrac34 R_1^\dagger R_1 \ge 0$. The step `convert` starts from the positivity of $\tfrac34 R_1^\dagger R_1$, the rules reduce the words, and `module` compares coefficients.

```lean
/-- One-level bound: `b† b + s_z² - s_z ≤ 3/4` as an operator inequality. -/
theorem one_level_bound {b : Matrix n n ℂ} (hb : IsPair b) :
    ((3 / 4 : ℂ) • (1 : Matrix n n ℂ) -
      (bᴴ * b + quasiZ b * quasiZ b - quasiZ b)).PosSemidef := by
  obtain ⟨r1, r2, r3, r4, r5, r6, r7, r8⟩ := hb.rules
  have h0 : (0 : ℂ) ≤ 3 / 4 := by first | positivity | norm_num [Complex.le_def]
  convert (posSemidef_conjTranspose_mul_self (1 - bᴴ * b - b * bᴴ)).smul h0 using 1
  simp only [quasiZ, conjTranspose_sub, conjTranspose_mul, conjTranspose_one,
    conjTranspose_conjTranspose, smul_mul_assoc, mul_smul_comm, mul_sub, sub_mul, mul_assoc,
    one_mul, mul_one, mul_zero, zero_mul, r1, r2, r3, r4, r5, r6, r7, r8]
  module
```

Let $c$ be a second pair operator such that $b$ commutes with $c$ and $c^\dagger$, and put $P' = c^\dagger c$, $Q' = c\,c^\dagger$. The scalar product of the two quasi-spins is $T = \tfrac12(b^\dagger c + c^\dagger b) + s_z(b)\,s_z(c)$. Define $R_2 = 1 - (P+Q)(P'+Q')$, again a projector, and $W = bQ' - Qc$. Using $b^\dagger Q = b^\dagger$, $Qb = b$, $Q'c = c$ and $c^\dagger Q' = c^\dagger$,
$$W^\dagger W = PQ' + QP' - b^\dagger c - c^\dagger b.$$
Therefore
$$\tfrac14 R_2^\dagger R_2 + \tfrac12 W^\dagger W = \tfrac14 - \tfrac14(P-Q)(P'-Q') - \tfrac12(b^\dagger c + c^\dagger b) = \tfrac14 - T,$$
and $T \le \tfrac14$, the triplet value for two spins $\tfrac12$. The facts `h3` to `h6` move all $b$ factors to the left of the $c$ factors before the rules act.

```lean
/-- Two-level bound: for commuting pair operators the quasi-spin product
`(b† c + c† b)/2 + s_z(b) s_z(c)` is at most `1/4` as an operator inequality. -/
theorem two_level_bound {b c : Matrix n n ℂ} (hb : IsPair b) (hc : IsPair c)
    (h1 : b * c = c * b) (h2 : b * cᴴ = cᴴ * b) :
    ((1 / 4 : ℂ) • (1 : Matrix n n ℂ) -
      ((1 / 2 : ℂ) • (bᴴ * c + cᴴ * b) + quasiZ b * quasiZ c)).PosSemidef := by
  obtain ⟨r1, r2, r3, r4, r5, r6, r7, r8⟩ := hb.rules
  obtain ⟨s1, s2, s3, s4, s5, s6, s7, s8⟩ := hc.rules
  have h3 : cᴴ * bᴴ = bᴴ * cᴴ := by
    simpa only [conjTranspose_mul] using congrArg conjTranspose h1
  have h4 : c * bᴴ = bᴴ * c := by
    simpa only [conjTranspose_mul, conjTranspose_conjTranspose] using congrArg conjTranspose h2
  have h5 := h1.symm
  have h6 := h2.symm
  have k4 : (0 : ℂ) ≤ 1 / 4 := by first | positivity | norm_num [Complex.le_def]
  have k2 : (0 : ℂ) ≤ 1 / 2 := by first | positivity | norm_num [Complex.le_def]
  -- sum of squares: a broken-pair part and a quasi-spin singlet part
  convert ((posSemidef_conjTranspose_mul_self
    (1 - (bᴴ * b + b * bᴴ) * (cᴴ * c + c * cᴴ))).smul k4).add
    ((posSemidef_conjTranspose_mul_self (b * (c * cᴴ) - b * bᴴ * c)).smul k2) using 1
  simp only [quasiZ, conjTranspose_sub, conjTranspose_add, conjTranspose_mul, conjTranspose_one,
    conjTranspose_conjTranspose, smul_mul_assoc, mul_smul_comm, mul_sub, sub_mul, mul_add,
    add_mul, mul_assoc, one_mul, mul_one, mul_zero, zero_mul, r1, r2, r3, r4, r5, r6, r7, r8,
    s1, s2, s3, s4, s5, s6, s7, s8, h3, h4, h5, h6, front h3, front h4, front h5, front h6]
  module
```

## The Casimir bound

Summing the expression for $s_p$ gives $S_z = \sum_p s_p$ (`hSz`). Let $T_{pq} = \tfrac12(b_p^\dagger b_q + b_q^\dagger b_p) + s_p s_q$. Expanding $B^\dagger B$ in both index orders (`e1`, `e2`) and $S_z^2$ (`e3`) gives $C = \sum_{p,q} T_{pq} - \sum_p s_p$. Consider
$$D_{pq} = \tfrac14 - T_{pq} + \delta_{pq}\left(\tfrac12 + s_p\right).$$
For $p = q$ this is $\tfrac34 - (b_p^\dagger b_p + s_p^2 - s_p)$, and for $p \neq q$ it is $\tfrac14 - T_{pq}$, so `hD` obtains $D_{pq} \ge 0$ from the two preceding bounds. Adding all $M^2$ terms (`tot`),
$$0 \le \sum_{p,q} D_{pq} = \tfrac{M^2}{4} + \tfrac{M}{2} - C, \qquad\text{that is}\qquad C \le \tfrac{M}{2}\left(\tfrac{M}{2}+1\right).$$

```lean
/-- Quasi-spin Casimir bound: on `M` levels the Casimir operator is at most
`(M/2)(M/2 + 1)`. -/
theorem casimir_bound {a : ι × Bool → Matrix n n ℂ} (h : CAR a) :
    (((Fintype.card ι : ℂ) / 2 * ((Fintype.card ι : ℂ) / 2 + 1)) • (1 : Matrix n n ℂ) -
      casimir a).PosSemidef := by
  have hz := fun p => (pair_level h p).2
  have hSz : Sz a = ∑ p, quasiZ (pairOp a p) := by
    simp only [hz, Sz, Nop, ← Finset.smul_sum, Finset.sum_sub_distrib, Finset.sum_const,
      Finset.card_univ, Fintype.sum_prod_type, Fintype.sum_bool, Nat.cast_smul_eq_nsmul]
  have e1 : (pairSum a)ᴴ * pairSum a = ∑ p, ∑ q, (pairOp a p)ᴴ * pairOp a q := by
    simp only [pairSum, conjTranspose_sum, Finset.sum_mul_sum]
  have e2 : (pairSum a)ᴴ * pairSum a = ∑ p, ∑ q, (pairOp a q)ᴴ * pairOp a p :=
    e1.trans Finset.sum_comm
  have e3 : Sz a * Sz a = ∑ p, ∑ q, quasiZ (pairOp a p) * quasiZ (pairOp a q) := by
    rw [hSz, Finset.sum_mul_sum]
  have hsum : ∀ f : ι → Matrix n n ℂ, (∀ p, (f p).PosSemidef) → (∑ p, f p).PosSemidef :=
    fun f hf => Finset.sum_induction f (fun A : Matrix n n ℂ => A.PosSemidef)
      (fun _ _ hA hB => hA.add hB) PosSemidef.zero fun p _ => hf p
  -- diagonal terms use the one-level bound, the others the two-level bound
  have hD : ∀ p q, ((1 / 4 : ℂ) • (1 : Matrix n n ℂ) - ((1 / 2 : ℂ) •
      ((pairOp a p)ᴴ * pairOp a q + (pairOp a q)ᴴ * pairOp a p) +
        quasiZ (pairOp a p) * quasiZ (pairOp a q)) +
      if p = q then (1 / 2 : ℂ) • (1 : Matrix n n ℂ) + quasiZ (pairOp a p) else 0).PosSemidef := by
    intro p q
    by_cases hpq : p = q
    · subst hpq
      rw [if_pos rfl]
      convert one_level_bound (pair_level h p).1 using 1
      module
    · rw [if_neg hpq, add_zero]
      exact two_level_bound (pair_level h p).1 (pair_level h q).1
        (pair_commute h hpq).1 (pair_commute h hpq).2
  have tot := hsum _ fun p => hsum _ (hD p)
  simp only [Finset.sum_add_distrib, Finset.sum_sub_distrib, ← Finset.smul_sum,
    Finset.sum_ite_eq, Finset.mem_univ, if_true, Finset.sum_const, Finset.card_univ] at tot
  rw [← e1, ← e2, ← e3, ← hSz] at tot
  convert tot using 1
  unfold casimir
  module
```

## States of definite particle number

Let $k$ be real and let $\hat N\psi = 2k\psi$, so that $\psi$ has a sharp number of particles in the $2M$ modes; an odd number corresponds to half-integer $k$. Then $S_z\psi = m\psi$ with $m = k - M/2$ (`hS`), and
$$\tfrac{M}{2}\left(\tfrac{M}{2}+1\right) - m^2 + m = k(M-k+1).$$
This is the coefficient in `hA`. Taking the expectation value of the Casimir bound in $\psi$, with $\langle\psi, B^\dagger B\psi\rangle = \|B\psi\|^2$, and then the real part (`h1`) gives the statement of `yang_uniform_bound`: for matrices obeying `CAR` and any such $\psi$,
$$\|B\psi\|^2 \le k(M-k+1)\,\|\psi\|^2 .$$
For the degenerate pairing model $H = -G\,B^\dagger B$, with a single constant coupling $G > 0$ on finitely many levels, this bounds the energy of a normalised $2k$-particle state from below by $-Gk(M-k+1)$.

```lean
/-- Bound on the uniform pair annihilator `B` under the CAR: for real `k`, if `N ψ = 2k ψ` on `M`
levels, then `‖B ψ‖² ≤ k (M - k + 1) ‖ψ‖²`. -/
theorem yang_uniform_bound {a : ι × Bool → Matrix n n ℂ} (h : CAR a) (k : ℝ) (ψ : n → ℂ)
    (hψ : Nop a *ᵥ ψ = (2 * (k : ℂ)) • ψ) :
    normSq (pairSum a *ᵥ ψ) ≤ k * ((Fintype.card ι : ℝ) - k + 1) * normSq ψ := by
  have hS : Sz a *ᵥ ψ = ((k : ℂ) - (Fintype.card ι : ℂ) / 2) • ψ := by
    simp only [Sz, smul_mulVec, sub_mulVec, hψ, one_mulVec]
    module
  have hA : (((Fintype.card ι : ℂ) / 2 * ((Fintype.card ι : ℂ) / 2 + 1)) • (1 : Matrix n n ℂ) -
      casimir a) *ᵥ ψ = ((k * ((Fintype.card ι : ℝ) - k + 1) : ℝ) : ℂ) • ψ -
        (pairSum a)ᴴ *ᵥ (pairSum a *ᵥ ψ) := by
    simp only [casimir, sub_mulVec, add_mulVec, smul_mulVec, one_mulVec, ← mulVec_mulVec, hS,
      mulVec_smul]
    push_cast
    module
  have h0 := (casimir_bound h).dotProduct_mulVec_nonneg ψ
  rw [hA, dotProduct_sub, dotProduct_smul, dotProduct_mulVec, ← star_mulVec] at h0
  have h1 := (Complex.le_def.1 h0).1
  simp only [Complex.zero_re, Complex.sub_re, smul_eq_mul, Complex.re_ofReal_mul] at h1
  unfold normSq
  linarith
```

Now let $c$ be a real number with $Mc^2 = 1$. This condition normalises the geminal, whose $M$ amplitudes all equal $c$, and it requires $M \ge 1$. For $\hat N\psi = N\psi$ with $N$ real, setting $k = N/2$ (`key`) and multiplying by $c^2 = 1/M$ (`e`) gives
$$\|cB\psi\|^2 \le \frac{N}{2}\,\frac{r-N+2}{r}\,\|\psi\|^2 .$$
For normalised $\psi$ the left side is the occupation of this geminal in the two-particle density matrix of trace $N(N-1)/2$, so the inequality is a necessary $N$-representability condition on one expectation value in a finite basis. Yang's bound on the largest eigenvalue concerns all geminals; amplitudes that vary in modulus from level to level are not treated by `yang_normalised_bound`, and the density matrix itself is not defined in the Lean code.

```lean
/-- For the normalised uniform geminal `c B` with `M c² = 1` and `N` particles in `r = 2M`
modes, `‖c B ψ‖² ≤ (N/2) (r - N + 2)/r · ‖ψ‖²`. -/
theorem yang_normalised_bound {a : ι × Bool → Matrix n n ℂ} (h : CAR a) (N c : ℝ)
    (hc : (Fintype.card ι : ℝ) * c ^ 2 = 1) (ψ : n → ℂ) (hψ : Nop a *ᵥ ψ = (N : ℂ) • ψ) :
    normSq (((c : ℂ) • pairSum a) *ᵥ ψ) ≤
      N / 2 * ((2 * (Fintype.card ι : ℝ) - N + 2) / (2 * (Fintype.card ι : ℝ))) * normSq ψ := by
  have e : normSq (((c : ℂ) • pairSum a) *ᵥ ψ) = c ^ 2 * normSq (pairSum a *ᵥ ψ) := by
    simp only [normSq, smul_mulVec, star_smul, smul_dotProduct, dotProduct_smul, smul_eq_mul,
      Complex.star_def, Complex.conj_ofReal, Complex.re_ofReal_mul]
    ring
  have key := yang_uniform_bound h (N / 2) ψ (by rw [hψ]; congr 1; push_cast; ring)
  rw [e, eq_inv_of_mul_eq_one_right hc]
  refine (mul_le_mul_of_nonneg_left key (by positivity)).trans (le_of_eq ?_)
  ring
```

## A single level that reaches the bound

For $M = 1$ the Jordan-Wigner matrices act on the basis empty, up, down, doubly occupied, with indices $0$ to $3$. The entry $-1$ of $a_\downarrow$ is the sign from passing the occupied up mode.

```lean
/-- Jordan-Wigner matrices of one level in the basis empty, up, down, doubly occupied. -/
def jw (i : Unit × Bool) : Matrix (Fin 4) (Fin 4) ℂ :=
  if i.2 then !![0, 1, 0, 0; 0, 0, 0, 0; 0, 0, 0, 1; 0, 0, 0, 0]
  else !![0, 0, 1, 0; 0, 0, 0, -1; 0, 0, 0, 0; 0, 0, 0, 0]
```

`car_witness` verifies the anticommutators entry by entry. The doubly occupied unit vector has $N = 2$ and $\|B\psi\|^2 = 1$, which equals $k(M-k+1)$ at $M = k = 1$. In Lean the bound is shown to be reached for $M = k = 1$ only. For an odd particle number it need not be reached: at $M = 1$, $N = 1$ every state has $B\psi = 0$, while the bound with $k = \tfrac12$ is $\tfrac34\|\psi\|^2$.

```lean
/-- The matrices `jw` obey the CAR, and the doubly occupied unit vector has two particles
and `‖B ψ‖² = 1`. -/
theorem car_witness : CAR jw ∧ Nop jw *ᵥ ![0, 0, 0, 1] = (2 : ℂ) • ![0, 0, 0, 1] ∧
    normSq (![0, 0, 0, 1] : Fin 4 → ℂ) = 1 ∧ normSq (pairSum jw *ᵥ ![0, 0, 0, 1]) = 1 := by
  refine ⟨⟨?_, ?_⟩, ?_, ?_, ?_⟩
  · rintro ⟨⟨⟩, s⟩ ⟨⟨⟩, t⟩
    cases s <;> cases t <;> ext i j <;> fin_cases i <;> fin_cases j <;>
      simp [jw, Matrix.mul_apply, Fin.sum_univ_four]
  · rintro ⟨⟨⟩, s⟩ ⟨⟨⟩, t⟩
    cases s <;> cases t <;> ext i j <;>
      simp only [Matrix.add_apply, Matrix.mul_apply, conjTranspose_apply, Fin.sum_univ_four] <;>
      fin_cases i <;> fin_cases j <;> simp [jw]
  · ext i
    fin_cases i <;>
      simp [Nop, jw, Fintype.sum_prod_type, mulVec, dotProduct, Fin.sum_univ_four,
        Matrix.mul_apply, conjTranspose_apply] <;> norm_num
  · simp [normSq, dotProduct, Fin.sum_univ_four]
  · simp [normSq, pairSum, pairOp, jw, mulVec, dotProduct, Fin.sum_univ_four, Matrix.mul_apply]

end

end QuasiSpinPairBound
```

```lean
#print axioms QuasiSpinPairBound.casimir_bound
#print axioms QuasiSpinPairBound.yang_normalised_bound
```

```
'QuasiSpinPairBound.casimir_bound' depends on axioms: [propext, Classical.choice, Quot.sound]
'QuasiSpinPairBound.yang_normalised_bound' depends on axioms: [propext, Classical.choice, Quot.sound]
```

## Three levels, and pair creation

What follows is ordinary algebra with no Lean code behind it. Take $M = 3$, $k = 2$, a normalised vacuum $|0\rangle$, and the orthonormal states $|p\rangle = b_p^\dagger|0\rangle$ and $|pq\rangle = b_p^\dagger b_q^\dagger|0\rangle$ with levels numbered $1, 2, 3$. The bound is $2\cdot 2 = 4$. For the determinant $|12\rangle$, $B|12\rangle = |1\rangle + |2\rangle$ has squared norm $2$. For $\psi = (|12\rangle + |13\rangle + |23\rangle)/\sqrt3$, each $|p\rangle$ arises twice, so $B\psi = 2(|1\rangle+|2\rangle+|3\rangle)/\sqrt3$ has squared norm $4$. With $c^2 = 1/3$ the geminal occupations are $2/3$ and $4/3$, the latter equal to $\tfrac42\cdot\tfrac{6-4+2}{6}$.

The commutation of different levels and $b_p^\dagger b_p - b_p b_p^\dagger = 2s_p$ give $BB^\dagger = B^\dagger B - 2S_z$. On a state with $\hat N\psi = 2k\psi$ this turns the bound into one for adding a pair:
$$\|B^\dagger\psi\|^2 \le \left[k(M-k+1) - (2k-M)\right]\|\psi\|^2 = (k+1)(M-k)\,\|\psi\|^2 .$$
